# Moment generating series multiply for commuting observables with factorising joint moments in a normalised functional

In a complex algebra with a linear functional `w` as expectation, normalised by `w 1 = 1`, let `A` and `B` commute, and let the expectation of every product of a positive power of `A` with a positive power of `B` be the product of their expectations. The theorem states that the moment generating series of `A + B`, with coefficients `w ((A + B) ^ n) / n!`, is then the product of the series of `A` and `B`. These are formal power series, so convergence plays no part, and neither positivity of `w` nor self-adjointness of the observables is assumed. The proof extends the factorisation to zeroth powers, expands `(A + B) ^ n` by the binomial theorem, and compares the coefficients term by term over the pairs `(i, j)` with `i + j = n`.

The first attempt, which Lean rejects:

```lean
import Mathlib

open Finset
open scoped Kronecker

namespace MomentSeriesAdd

noncomputable section

variable {𝒜 : Type*} [Ring 𝒜] [Algebra ℂ 𝒜]

/-- The observables `A` and `B` are uncorrelated in `w`: the expectation of a product of
positive powers, `A` to the left of `B`, is the product of the expectations. -/
def Uncorrelated (w : 𝒜 →ₗ[ℂ] ℂ) (A B : 𝒜) : Prop :=
  ∀ i j : ℕ, w (A ^ (i + 1) * B ^ (j + 1)) = w (A ^ (i + 1)) * w (B ^ (j + 1))

/-- The moment generating series `∑ w(Xⁿ) tⁿ / n!`, as a formal power series in `t`. -/
def momentSeries (w : 𝒜 →ₗ[ℂ] ℂ) (X : 𝒜) : PowerSeries ℂ :=
  PowerSeries.mk fun n => w (X ^ n) / (n.factorial : ℂ)

/-- For commuting, uncorrelated observables and `w 1 = 1`, the moment generating series of
the sum is the product of the two moment generating series. -/
theorem momentSeries_add (w : 𝒜 →ₗ[ℂ] ℂ) (hw : w 1 = 1) {A B : 𝒜}
    (hAB : Commute A B) (h : Uncorrelated w A B) :
    momentSeries w (A + B) = momentSeries w A * momentSeries w B := by
  -- normalisation extends the factorisation to the zeroth powers
  have hf : ∀ i j : ℕ, w (A ^ i * B ^ j) = w (A ^ i) * w (B ^ j) := by
    intro i j
    rcases i with _ | i
    · simp [hw]
    · rcases j with _ | j
      · simp [hw]
      · exact h i j
  ext n
  simp only [momentSeries, PowerSeries.coeff_mk, PowerSeries.coeff_mul]
  rw [hAB.add_pow', map_sum, Finset.sum_div]
  refine Finset.sum_congr rfl fun p hp => ?_
  obtain ⟨i, j⟩ := p
  have hn : i + j = n := Finset.mem_antidiagonal.mp hp
  subst hn
  have hc := Nat.choose_mul_factorial_mul_factorial (Nat.le_add_right i j)
  rw [Nat.add_sub_cancel_left] at hc
  have hc' : ((i + j).choose i : ℂ) * (i.factorial : ℂ) * (j.factorial : ℂ)
      = ((i + j).factorial : ℂ) := by exact_mod_cast hc
  have hi : (i.factorial : ℂ) ≠ 0 := by exact_mod_cast i.factorial_ne_zero
  have hj : (j.factorial : ℂ) ≠ 0 := by exact_mod_cast j.factorial_ne_zero
  have hij : ((i + j).factorial : ℂ) ≠ 0 := by exact_mod_cast (i + j).factorial_ne_zero
  rw [map_nsmul, hf, nsmul_eq_mul, div_mul_div_comm, div_eq_div_iff hij (mul_ne_zero hi hj)]
  linear_combination w (A ^ i) * w (B ^ j) * hc'

end

end MomentSeriesAdd
```

The compiler's answer:

```
Main.lean:39:25: error: Type mismatch
  Finset.mem_antidiagonal.mp ?m.170
has type
  ?m.167.1 ∈ ?m.162 ∧ ?m.167.2 ∈ ?m.163 ∧ ?m.167.1 + ?m.167.2 = ?m.166
but is expected to have type
  i + j = n
Main.lean:39:52: error: Application type mismatch: The argument
  hp
has type
  (i, j) ∈ HasAntidiagonal.antidiagonal n
but is expected to have type
  ?m.167 ∈ Finset.antidiagonal ?m.164 ?m.165 ?m.166
in the application
  Finset.mem_antidiagonal.mp hp
```

Cause. Both errors come from one lemma name, `Finset.mem_antidiagonal`, which here is about a different antidiagonal from the one in the sum.

The second message shows the mismatch in the input. The hypothesis `hp` says that `(i, j)` lies in `HasAntidiagonal.antidiagonal n`, which depends on `n` alone, while the lemma expects membership in `Finset.antidiagonal`, which takes three arguments.

The first message shows the mismatch in the output. The lemma yields a conjunction: each component of the pair lies in a given set, and the components add up to a given value. The declared type of `hn` is only the equation `i + j = n`.

The repair changes only the lemma's name, to `Finset.HasAntidiagonal.mem_antidiagonal`. That lemma concerns the antidiagonal that appears in `hp`, and says that membership in it is equivalent to the components adding up to `n`. Its forward direction, `.mp`, therefore accepts `hp` and returns exactly `i + j = n`.

This version goes through:

```diff
@@ -37,5 +37,5 @@
   refine Finset.sum_congr rfl fun p hp => ?_
   obtain ⟨i, j⟩ := p
-  have hn : i + j = n := Finset.mem_antidiagonal.mp hp
+  have hn : i + j = n := Finset.HasAntidiagonal.mem_antidiagonal.mp hp
   subst hn
   have hc := Nat.choose_mul_factorial_mul_factorial (Nat.le_add_right i j)
```
